# Adding (μ/2) dE/dμ removes the μ⁻² error in a finite inverse-power model of the range-separated energy

Let E(μ) be the ground-state energy of electrons in a given external potential when their repulsion 1/r is replaced by the long-range interaction erf(μr)/r, with μ > 0. As μ grows, the full Coulomb repulsion returns and E(μ) approaches the physical energy E0. The subscript in E0 therefore does not mean μ = 0. At finite μ the short-range part of the repulsion is missing, and the problem is to estimate E0 from E(μ) and its slope.

As a model of E(μ), take, for real coefficients a_k and every μ > 0,

E(μ) = E0 + Σ_{k=2..n} a_k μ⁻ᵏ.

The model is meant for large μ. A true ground-state energy stays finite as μ → 0, so it cannot obey this formula at every μ > 0 unless all the a_k in the sum vanish. The absence of a μ⁻¹ term is also assumed. Physically, a_2 is set by the on-top pair density, the density of electron pairs at zero separation. For a number c, the corrected energy is E + cμ dE/dμ; Savin's correction has c = 1/2.

## The error that remains is of order μ⁻³

For n ≥ 3 the claim is that, at every μ > 0,

E + (μ/2) dE/dμ = E0 + Σ_{k=2..n} (1 − k/2) a_k μ⁻ᵏ,

and that μ³ times the deviation of the left side from E0 tends to −a_3/2 as μ → ∞.

Differentiating term by term gives

dE/dμ = −Σ_{k=2..n} k a_k μ⁻ᵏ⁻¹.

Multiplication by cμ restores the power μ⁻ᵏ, so

E + cμ dE/dμ = E0 + Σ_{k=2..n} (1 − ck) a_k μ⁻ᵏ.

At c = 1/2 the factor for k = 2 is zero. Hence

μ³ [E + (μ/2) dE/dμ − E0] = −a_3/2 + Σ_{k=4..n} (1 − k/2) a_k μ³⁻ᵏ,

where the last sum is empty for n = 3 and otherwise tends to zero.

For general c and n ≥ 2, μ² times the deviation tends to (1 − 2c) a_2. If a_2 ≠ 0, this vanishes only for c = 1/2. The condition fails for a fully spin-polarised state, whose on-top pair density is zero.

The correction can be repeated, each time on the energy already corrected, with factors 1/2, 1/3, 1/4 and so on. After j corrections a_k has been multiplied by

Π_{i=0..j−1} (1 − k/(i + 2)).

The factor with i = k − 2 is zero. Once j ≥ n − 1, every order from 2 to n has met its zero factor, and E0 is left.

## Numbers at μ = 2

Take the invented values E0 = −2, a_2 = −1, a_3 = 0.8 and n = 3, in atomic units. They only illustrate the arithmetic: in a real Coulomb system a_3, like a_2, is never positive. At μ = 2,

E = −2 − 0.25 + 0.10 = −2.15,

dE/dμ = 2/μ³ − 2.4/μ⁴ = 0.25 − 0.15 = 0.10.

The corrected energy is −2.15 + 1 · 0.10 = −2.05. Its error, −0.05, equals −(a_3/2)/μ³. The corrected function is −2 − 0.4/μ³, with slope 1.2/μ⁴ = 0.075 at μ = 2. The second correction adds (2/3) · 0.075 = 0.05 and gives −2.

## A small remainder can have a large slope

Suppose the expansion held only up to a remainder of order μ⁻⁴. The function

E(μ) = E0 + sin(μ³)/μ⁴

satisfies this with a_2 = a_3 = 0. It is a mathematical example only, since a ground-state energy E(μ) never decreases as μ grows. For this function,

μ³ [E + (μ/2) dE/dμ − E0] = (3/2) μ² cos(μ³) − sin(μ³)/μ,

which is unbounded. A bound of order μ⁻⁴ on the remainder alone is thus not enough. This is the step from the model to a real system: a molecular energy is expected to follow the expansion only asymptotically, and the slope of its remainder has to be controlled as well.

## The expansion and the correction in Lean

```lean
import Mathlib

open Filter Topology

namespace RangeSeparationExtrapolation

noncomputable section
```

`HasExpansion E E0 a n` states the assumed expansion. The energy is any function from reals to reals, unrestricted for μ ≤ 0. The coefficients form a sequence `a`, of which only the entries from 2 to `n` enter the sum.

```lean
/-- For every positive range-separation parameter `μ`, the energy `E μ` equals `E0` plus
a finite sum of the terms `a k / μ ^ k` with `k` from `2` to `n`. -/
def HasExpansion (E : ℝ → ℝ) (E0 : ℝ) (a : ℕ → ℝ) (n : ℕ) : Prop :=
  ∀ μ, 0 < μ → E μ = E0 + ∑ k ∈ Finset.Icc 2 n, a k / μ ^ k
```

The correction uses `deriv E μ`, the derivative of the energy function itself.

```lean
/-- The energy corrected by its own slope, `E + c μ dE/dμ`. -/
def corrected (c : ℝ) (E : ℝ → ℝ) (μ : ℝ) : ℝ :=
  E μ + c * μ * deriv E μ
```

In `successive`, the correction that follows `j` earlier ones has factor 1/(j + 2), so the first has factor 1/2.

```lean
/-- Slope corrections applied in turn, with factors `1/2`, `1/3`, `1/4` and so on;
the first argument is the number of corrections. -/
def successive : ℕ → (ℝ → ℝ) → ℝ → ℝ
  | 0, E => E
  | j + 1, E => corrected (1 / ((j : ℝ) + 2)) (successive j E)
```

## Slope and corrected coefficients

The first theorem is the term-by-term derivative. The quotient rule treats each `a k / x ^ k`, and `HasDerivAt.fun_sum` adds the results. Since a derivative depends only on nearby values, and all points near a positive μ are positive, the derivative of the expansion is also that of `E`.

```lean
variable {E : ℝ → ℝ} {E0 : ℝ} {a : ℕ → ℝ} {n : ℕ}

/-- At positive `μ`, an energy with an inverse-power expansion has the slope obtained by
differentiating the expansion term by term. -/
theorem hasDerivAt_energy (h : HasExpansion E E0 a n) {μ : ℝ} (hμ : 0 < μ) :
    HasDerivAt E (-∑ k ∈ Finset.Icc 2 n, (k : ℝ) * a k / μ ^ (k + 1)) μ := by
  have hk : ∀ k ∈ Finset.Icc 2 n,
      HasDerivAt (fun x : ℝ => a k / x ^ k) (-((k : ℝ) * a k / μ ^ (k + 1))) μ := by
    intro k hk
    have hk2 : 2 ≤ k := (Finset.mem_Icc.mp hk).1
    obtain ⟨j, rfl⟩ : ∃ j, k = j + 1 := ⟨k - 1, by omega⟩
    have hd := (hasDerivAt_const μ (a (j + 1))).fun_div (hasDerivAt_pow (j + 1) μ)
      (pow_ne_zero _ hμ.ne')
    refine hd.congr_deriv ?_
    simp only [Nat.add_sub_cancel]
    rw [← neg_div, div_eq_div_iff (by positivity) (by positivity)]
    ring
  rw [← Finset.sum_neg_distrib]
  -- near a positive point the energy coincides with its expansion
  refine ((HasDerivAt.fun_sum hk).const_add E0).congr_of_eventuallyEq ?_
  filter_upwards [Ioi_mem_nhds hμ] with x hx using h x hx
```

Inserting this slope and combining the two sums gives the factor 1 − ck. The conclusion is again a `HasExpansion`, which is what allows the correction to be repeated.

```lean
/-- For an energy with an inverse-power expansion, the slope correction with factor `c` keeps `E0`
and multiplies the coefficient of `1 / μ ^ k` by `1 - c k`. -/
theorem corrected_expansion (c : ℝ) (h : HasExpansion E E0 a n) :
    HasExpansion (corrected c E) E0 (fun k => (1 - c * k) * a k) n := by
  intro μ hμ
  rw [corrected, (hasDerivAt_energy h hμ).deriv, h μ hμ, mul_neg, Finset.mul_sum,
    add_assoc, ← sub_eq_add_neg, ← Finset.sum_sub_distrib]
  congr 1
  apply Finset.sum_congr rfl
  intro k _
  show a k / μ ^ k - c * μ * ((k : ℝ) * a k / μ ^ (k + 1)) = (1 - c * k) * a k / μ ^ k
  have hs : c * μ * ((k : ℝ) * a k / μ ^ (k + 1)) = c * k * a k / μ ^ k := by
    rw [← mul_div_assoc, div_eq_div_iff (by positivity) (by positivity)]
    ring
  rw [hs]
  ring
```

## The leading error and Savin's factor

The next theorem finds the limit of μᵐ(E − E0) when all orders below m are absent. `lt_trichotomy` separates the terms: those with k < m vanish, the one with k = m is constant for μ > 0, and those with k > m decay.

```lean
/-- For an energy with an inverse-power expansion from order `2` to `n`, if all coefficients of
order below `m` vanish, where `2 ≤ m ≤ n`, then `μ ^ m` times the deviation of the energy from `E0`
tends to `a m` for large `μ`. -/
theorem leading_error (h : HasExpansion E E0 a n) {m : ℕ} (hm : 2 ≤ m) (hmn : m ≤ n)
    (h0 : ∀ k, 2 ≤ k → k < m → a k = 0) :
    Tendsto (fun μ => μ ^ m * (E μ - E0)) atTop (𝓝 (a m)) := by
  have hterm : ∀ k ∈ Finset.Icc 2 n, Tendsto (fun μ : ℝ => μ ^ m * (a k / μ ^ k)) atTop
      (𝓝 (if k = m then a k else 0)) := by
    intro k hk
    rcases lt_trichotomy k m with hkm | hkm | hkm
    · -- lower orders are absent
      simp [h0 k (Finset.mem_Icc.mp hk).1 hkm]
    · -- the order `m` gives a constant
      rw [if_pos hkm, hkm]
      refine tendsto_const_nhds.congr' ?_
      filter_upwards [eventually_gt_atTop (0 : ℝ)] with μ hμ
      field_simp
    · -- higher orders decay
      rw [if_neg hkm.ne']
      obtain ⟨j, rfl⟩ : ∃ j, k = m + (j + 1) := ⟨k - m - 1, by omega⟩
      have hinv : Tendsto (fun μ : ℝ => (μ ^ (j + 1))⁻¹) atTop (𝓝 0) :=
        tendsto_inv_atTop_zero.comp (tendsto_pow_atTop (Nat.succ_ne_zero j))
      have hl := hinv.const_mul (a (m + (j + 1)))
      rw [mul_zero] at hl
      refine hl.congr' ?_
      filter_upwards [eventually_gt_atTop (0 : ℝ)] with μ hμ
      rw [← div_eq_mul_inv, ← mul_div_assoc,
        div_eq_div_iff (by positivity) (by positivity)]
      ring
  have hsum := tendsto_finsetSum _ hterm
  rw [Finset.sum_ite_eq', if_pos (Finset.mem_Icc.mpr ⟨hm, hmn⟩)] at hsum
  refine hsum.congr' ?_
  filter_upwards [eventually_gt_atTop (0 : ℝ)] with μ hμ
  rw [h μ hμ, add_sub_cancel_left, Finset.mul_sum]
```

The main theorem states both parts of the claim. Its proof identifies the expression with `corrected (1 / 2) E`, applies `corrected_expansion`, and then uses `leading_error` with m = 3; the only lower order is 2, where the factor is zero. For energies with such a finite expansion and a_2 ≠ 0, the corrected energy therefore approaches E0 faster than E(μ) does as μ grows.

```lean
/-- Savin's correction: for an energy with an inverse-power expansion from order `2` to
`n ≥ 3`, adding `(μ/2) dE/dμ` multiplies each coefficient by `1 - k/2`, and `μ ^ 3` times
the remaining deviation from `E0` tends to `-a 3 / 2`. -/
theorem savin_correction (hn : 3 ≤ n) (h : HasExpansion E E0 a n) :
    (∀ μ, 0 < μ → E μ + μ / 2 * deriv E μ =
      E0 + ∑ k ∈ Finset.Icc 2 n, (1 - (k : ℝ) / 2) * a k / μ ^ k) ∧
    Tendsto (fun μ => μ ^ 3 * (E μ + μ / 2 * deriv E μ - E0)) atTop (𝓝 (-a 3 / 2)) := by
  have hc : HasExpansion (fun μ => E μ + μ / 2 * deriv E μ) E0
      (fun k => (1 - (k : ℝ) / 2) * a k) n := by
    have e1 : (fun μ => E μ + μ / 2 * deriv E μ) = corrected (1 / 2) E := by
      funext μ
      simp only [corrected]
      ring
    have e2 : (fun k : ℕ => (1 - (k : ℝ) / 2) * a k) =
        fun k : ℕ => (1 - 1 / 2 * (k : ℝ)) * a k := by
      funext k
      ring
    rw [e1, e2]
    exact corrected_expansion (1 / 2) h
  refine ⟨hc, ?_⟩
  have hv : (1 - ((3 : ℕ) : ℝ) / 2) * a 3 = -a 3 / 2 := by
    push_cast
    ring
  rw [← hv]
  -- the only order below three is two, and its factor is zero
  refine leading_error hc (by norm_num) hn ?_
  intro k hk2 hk3
  have hk : k = 2 := by omega
  subst hk
  norm_num
```

For the uniqueness of the factor, `leading_error` with m = 2 gives the limit (1 − 2c) a_2. A limit of zero must agree with it, and a_2 ≠ 0 then forces c = 1/2. The converse is substitution.

```lean
/-- For an energy with an inverse-power expansion from order `2` to `n ≥ 2` in which `a 2` is
nonzero, the slope correction removes the `1 / μ ^ 2` error exactly when its factor is `1/2`. -/
theorem factor_half_unique (hn : 2 ≤ n) (h : HasExpansion E E0 a n) (ha : a 2 ≠ 0)
    (c : ℝ) :
    Tendsto (fun μ => μ ^ 2 * (corrected c E μ - E0)) atTop (𝓝 0) ↔ c = 1 / 2 := by
  have ht : Tendsto (fun μ => μ ^ 2 * (corrected c E μ - E0)) atTop
      (𝓝 ((1 - c * ((2 : ℕ) : ℝ)) * a 2)) :=
    leading_error (corrected_expansion c h) le_rfl hn (fun k h1 h2 => by omega)
  constructor
  · intro hz
    rcases mul_eq_zero.mp (tendsto_nhds_unique ht hz) with h1 | h1
    · push_cast at h1
      linarith
    · exact absurd h1 ha
  · intro hc
    have hv : (1 - c * ((2 : ℕ) : ℝ)) * a 2 = 0 := by
      rw [hc]
      norm_num
    rwa [hv] at ht
```

## Repeated corrections reach E0

Induction on `j` gives the product of factors, with `corrected_expansion` supplying one new factor at each step.

```lean
/-- For an energy with an inverse-power expansion, `j` successive corrections keep `E0`, and the
coefficient of `1 / μ ^ k` is multiplied by the product of the factors `1 - k / (i + 2)` with `i`
from `0` to `j - 1`. -/
theorem successive_expansion (h : HasExpansion E E0 a n) (j : ℕ) :
    HasExpansion (successive j E) E0
      (fun k => (∏ i ∈ Finset.range j, (1 - (k : ℝ) / ((i : ℝ) + 2))) * a k) n := by
  induction j with
  | zero => simpa [successive] using h
  | succ j ih =>
    have e : (fun k : ℕ =>
        (∏ i ∈ Finset.range (j + 1), (1 - (k : ℝ) / ((i : ℝ) + 2))) * a k) =
        fun k : ℕ => (1 - 1 / ((j : ℝ) + 2) * (k : ℝ)) *
          ((∏ i ∈ Finset.range j, (1 - (k : ℝ) / ((i : ℝ) + 2))) * a k) := by
      funext k
      rw [Finset.prod_range_succ]
      ring
    rw [e]
    exact corrected_expansion _ ih
```

In the last theorem the hypothesis `n ≤ j + 1` expresses j ≥ n − 1. Each order is written as k = i + 2, and `Finset.prod_eq_zero` picks out the factor that vanishes. The equality holds at each positive μ, without a limit, because the expansion ends at order n.

```lean
/-- For an expansion that ends at order `n`, any number `j ≥ n - 1` of successive
corrections gives `E0` exactly at every positive `μ`. -/
theorem successive_exact (h : HasExpansion E E0 a n) {j : ℕ} (hj : n ≤ j + 1)
    {μ : ℝ} (hμ : 0 < μ) : successive j E μ = E0 := by
  rw [successive_expansion h j μ hμ, Finset.sum_eq_zero, add_zero]
  intro k hk
  have hk' := Finset.mem_Icc.mp hk
  obtain ⟨i, rfl⟩ : ∃ i, k = i + 2 := ⟨k - 2, by omega⟩
  -- the correction aimed at order `i + 2` contributes a zero factor
  have hp : ∏ l ∈ Finset.range j, (1 - ((i + 2 : ℕ) : ℝ) / ((l : ℝ) + 2)) = 0 := by
    apply Finset.prod_eq_zero (Finset.mem_range.mpr (show i < j by omega))
    have hi : (i : ℝ) + 2 ≠ 0 := by positivity
    push_cast
    rw [div_self hi, sub_self]
  simp only [hp, zero_mul, zero_div]

end

end RangeSeparationExtrapolation
```

```lean
#print axioms RangeSeparationExtrapolation.savin_correction
#print axioms RangeSeparationExtrapolation.factor_half_unique
#print axioms RangeSeparationExtrapolation.successive_exact
```

```
'RangeSeparationExtrapolation.savin_correction' depends on axioms: [propext, Classical.choice, Quot.sound]
'RangeSeparationExtrapolation.factor_half_unique' depends on axioms: [propext, Classical.choice, Quot.sound]
'RangeSeparationExtrapolation.successive_exact' depends on axioms: [propext, Classical.choice, Quot.sound]
```
